# Nordheim's composition factor in the mean non-Bragg scattering of a random alloy

Take two sites with phases $1$ and $-1$. If exactly one is occupied, the scattered intensity is $1$ whichever site it is. If each is instead occupied independently with probability $1/2$, both sites are empty or both full half of the time, the amplitude is then zero, and the mean intensity is only $1/2$. Fixing the composition correlates the sites and changes the scattering.

For the general case, let `ι` be a finite set of $N$ sites, with $N$ written `Fintype.card ι`.

In Lean 4 with Mathlib:

```lean
import Mathlib

open scoped ComplexConjugate

namespace NordheimFixedComposition

noncomputable section

variable {ι : Type*} [Fintype ι]
```

A configuration is a set $A$ of exactly $M\le N$ occupied sites. All $\binom NM$ configurations have equal weight, so any two different sites are correlated in the same way, whatever their distance. The average $\langle\cdot\rangle$ is `configAvg M`.

```lean
/-- Uniform average of `f` over all configurations with exactly `M` occupied sites,
for `M` at most the number of sites. -/
def configAvg (M : ℕ) (f : Finset ι → ℝ) : ℝ :=
  (∑ A ∈ Finset.powersetCard M Finset.univ, f A) / ((Fintype.card ι).choose M : ℝ)
```

Site $j$ has complex amplitude $a_j$, and $I(A)$ is the squared modulus of the sum over $A$. This is single scattering from rigid sites.

```lean
omit [Fintype ι] in
/-- Intensity scattered by the sites in `A`, where site `j` has amplitude `a j`. -/
def intensity (a : ι → ℂ) (A : Finset ι) : ℝ := ‖∑ j ∈ A, a j‖ ^ 2
```

### (a) Configurations containing prescribed sites

Let $T$ be a set of sites. Show that the number of configurations with $M=m+|T|$ that contain $T$ is
$$\binom{N-|T|}{m}.$$

Removing $T$ from such a configuration leaves $m$ sites chosen from the $N-|T|$ others, and adding $T$ back reverses this. The proof gives these two maps to `Finset.card_bij'` and checks that they are mutually inverse.

```lean
variable [DecidableEq ι]

/-- The number of configurations in which all sites of `T` and `m` further sites are occupied. -/
theorem card_configs_containing (T : Finset ι) (m : ℕ) :
    ((Finset.powersetCard (m + T.card) Finset.univ).filter (fun A => T ⊆ A)).card
      = (Fintype.card ι - T.card).choose m := by
  rw [← Finset.card_compl, ← Finset.card_powersetCard]
  -- remove the prescribed sites, or put them back
  refine Finset.card_bij' (fun A _ => A \ T) (fun B _ => B ∪ T) ?_ ?_ ?_ ?_
  · intro A hA
    obtain ⟨h1, h2⟩ := Finset.mem_filter.1 hA
    have h3 := (Finset.mem_powersetCard.1 h1).2
    have h4 := Finset.card_sdiff_add_card_eq_card h2
    refine Finset.mem_powersetCard.2 ⟨fun x hx => ?_, by omega⟩
    exact Finset.mem_compl.2 (Finset.mem_sdiff.1 hx).2
  · intro B hB
    obtain ⟨h1, h2⟩ := Finset.mem_powersetCard.1 hB
    have hd : Disjoint B T :=
      Finset.disjoint_left.2 fun x hx => Finset.mem_compl.1 (h1 hx)
    refine Finset.mem_filter.2 ⟨Finset.mem_powersetCard.2 ⟨Finset.subset_univ _, ?_⟩,
      Finset.subset_union_right⟩
    rw [Finset.card_union_of_disjoint hd, h2]
  · intro A hA
    exact Finset.sdiff_union_of_subset (Finset.mem_filter.1 hA).2
  · intro B hB
    ext x
    have h : x ∈ B → x ∉ T := fun hx =>
      Finset.mem_compl.1 ((Finset.mem_powersetCard.1 hB).1 hx)
    simp only [Finset.mem_sdiff, Finset.mem_union]
    tauto
```

### (b) Occupation of one site

Show that site $i$ is occupied with probability
$$\langle 1_{i\in A}\rangle=\frac MN.$$

For $M=0$ both sides vanish. Otherwise write $M=m+1$, $N=n+1$. By (a) the probability is $\binom nm/\binom{n+1}{m+1}$, and $(n+1)\binom nm=(m+1)\binom{n+1}{m+1}$ gives the result. In the code this identity is `hc`.

```lean
/-- Each site is occupied with probability `M / N`. -/
theorem site_occupation {M : ℕ} (hM : M ≤ Fintype.card ι) (i : ι) :
    configAvg M (fun A => if i ∈ A then 1 else 0) = (M : ℝ) / Fintype.card ι := by
  obtain ⟨n, hn⟩ : ∃ n, Fintype.card ι = n + 1 :=
    ⟨Fintype.card ι - 1, by have := Fintype.card_pos_iff.2 ⟨i⟩; omega⟩
  rcases M with _ | m
  · simp [configAvg]
  · have h := card_configs_containing {i} m
    simp only [Finset.singleton_subset_iff, Finset.card_singleton, hn,
      Nat.add_sub_cancel] at h
    have hc : ((n : ℝ) + 1) * (n.choose m) = ((n + 1).choose (m + 1)) * ((m : ℝ) + 1) := by
      exact_mod_cast Nat.add_one_mul_choose_eq n m
    have hpos : (((n + 1).choose (m + 1) : ℕ) : ℝ) ≠ 0 := by
      exact_mod_cast (Nat.choose_pos (by omega)).ne'
    unfold configAvg
    rw [Finset.sum_boole, h, hn, div_eq_div_iff hpos (by positivity)]
    push_cast
    linear_combination hc
```

### (c) Occupation of a pair

For $i\ne j$, show that
$$\langle 1_{i\in A}1_{j\in A}\rangle=\frac{M(M-1)}{N(N-1)}.$$

For $M<2$ no pair fits and both sides are zero. Otherwise write $M=m+2$, $N=n+2$. By (a) the probability is $\binom nm/\binom{n+2}{m+2}$, and using the identity of (b) twice (`h0`, `h1`) gives $\frac{(m+2)(m+1)}{(n+2)(n+1)}$.

```lean
/-- Two different sites are both occupied with probability `M (M - 1) / (N (N - 1))`. -/
theorem pair_occupation {M : ℕ} (hM : M ≤ Fintype.card ι) {i j : ι} (hij : i ≠ j) :
    configAvg M (fun A => if i ∈ A ∧ j ∈ A then 1 else 0)
      = (M : ℝ) * (M - 1) / (Fintype.card ι * (Fintype.card ι - 1)) := by
  obtain ⟨n, hn⟩ : ∃ n, Fintype.card ι = n + 2 :=
    ⟨Fintype.card ι - 2, by have := Fintype.one_lt_card_iff.2 ⟨i, j, hij⟩; omega⟩
  rcases Nat.lt_or_ge M 2 with h2 | h2
  · -- fewer than two occupied sites: no pair
    have hz : configAvg M (fun A : Finset ι => if i ∈ A ∧ j ∈ A then 1 else 0) = 0 := by
      unfold configAvg
      rw [Finset.sum_eq_zero, zero_div]
      intro A hA
      have hc := (Finset.mem_powersetCard.1 hA).2
      exact if_neg fun h => hij (Finset.card_le_one.1 (by omega) i h.1 j h.2)
    rw [hz]
    interval_cases M <;> simp
  · obtain ⟨m, rfl⟩ : ∃ m, M = m + 2 := ⟨M - 2, by omega⟩
    have h := card_configs_containing {i, j} m
    simp only [Finset.insert_subset_iff, Finset.singleton_subset_iff,
      Finset.card_pair hij, hn, Nat.add_sub_cancel] at h
    have h1 : ((n : ℝ) + 2) * ((n + 1).choose (m + 1))
        = ((n + 2).choose (m + 2)) * ((m : ℝ) + 2) := by
      exact_mod_cast Nat.add_one_mul_choose_eq (n + 1) (m + 1)
    have h0 : ((n : ℝ) + 1) * (n.choose m) = ((n + 1).choose (m + 1)) * ((m : ℝ) + 1) := by
      exact_mod_cast Nat.add_one_mul_choose_eq n m
    have hpos : (((n + 2).choose (m + 2) : ℕ) : ℝ) ≠ 0 := by
      exact_mod_cast (Nat.choose_pos (by omega)).ne'
    have hN : ((n + 2 : ℕ) : ℝ) * (((n + 2 : ℕ) : ℝ) - 1) ≠ 0 := by
      have : ((n + 2 : ℕ) : ℝ) - 1 = n + 1 := by push_cast; ring
      rw [this]
      positivity
    unfold configAvg
    rw [Finset.sum_boole, h, hn, div_eq_div_iff hpos hN]
    push_cast
    linear_combination ((n : ℝ) + 2) * h0 + ((m : ℝ) + 1) * h1
```

### (d) Intensity as a pair sum

Show that
$$I(A)=\sum_{i\in A}\sum_{j\in A}\operatorname{Re}(a_i\bar a_j).$$

Write $|z|^2=\operatorname{Re}(z\bar z)$ with $z=\sum_{i\in A}a_i$ and multiply out.

```lean
omit [Fintype ι] [DecidableEq ι] in
/-- The intensity is a double sum of interference terms over the occupied sites. -/
theorem intensity_eq_pair_sum (a : ι → ℂ) (A : Finset ι) :
    intensity a A = ∑ i ∈ A, ∑ j ∈ A, (a i * conj (a j)).re := by
  have h : intensity a A = ((∑ i ∈ A, a i) * conj (∑ i ∈ A, a i)).re := by
    rw [Complex.mul_conj, Complex.ofReal_re, Complex.normSq_eq_norm_sq, intensity]
  rw [h]
  simp only [map_sum, Finset.sum_mul_sum, Complex.re_sum]
```

### (e) Mean intensity for arbitrary amplitudes

Show that
$$N(N-1)\langle I\rangle=M(M-1)\Big|\sum_j a_j\Big|^2+M(N-M)\sum_j|a_j|^2 .$$

Let $P_{ij}$ be the probability that $i$ and $j$ are both occupied, with $P_{ii}=M/N$. Since $M(N-1)=M(M-1)+M(N-M)$, parts (b) and (c) combine into
$$N(N-1)P_{ij}=M(M-1)+\delta_{ij}M(N-M),$$
which is `hP`. Averaging (d) gives $\langle I\rangle=\sum_{i,j}\operatorname{Re}(a_i\bar a_j)P_{ij}$, which is `havg`. Inserting $P_{ij}$, the constant term produces $|\sum_j a_j|^2$ and the diagonal term $\sum_j|a_j|^2$.

```lean
/-- For arbitrary complex site amplitudes, `N (N - 1)` times the mean intensity at fixed `M` is a
term in the squared total amplitude plus a term in the single-site intensities. -/
theorem average_intensity {M : ℕ} (hM : M ≤ Fintype.card ι) (a : ι → ℂ) :
    (Fintype.card ι : ℝ) * (Fintype.card ι - 1) * configAvg M (intensity a)
      = M * (M - 1) * ‖∑ j, a j‖ ^ 2 + M * (Fintype.card ι - M) * ∑ j, ‖a j‖ ^ 2 := by
  set N : ℝ := (Fintype.card ι : ℝ) with hNdef
  let P : ι → ι → ℝ := fun i j => configAvg M (fun A => if i ∈ A ∧ j ∈ A then 1 else 0)
  -- pair occupations, with the diagonal included
  have hP : ∀ i j, N * (N - 1) * P i j
      = M * (M - 1) + if i = j then (M : ℝ) * (N - M) else 0 := by
    intro i j
    have hN0 : N ≠ 0 := by
      rw [hNdef]
      exact_mod_cast (Fintype.card_pos_iff.2 ⟨i⟩).ne'
    by_cases hij : i = j
    · subst hij
      have h : P i i = M / N := by
        simpa only [P, and_self] using site_occupation hM i
      rw [h, if_pos rfl]
      field_simp
      ring
    · have hN1 : N - 1 ≠ 0 := by
        have : (1 : ℝ) < N := by
          rw [hNdef]
          exact_mod_cast Fintype.one_lt_card_iff.2 ⟨i, j, hij⟩
        linarith
      have h : P i j = M * (M - 1) / (N * (N - 1)) := pair_occupation hM hij
      rw [h, if_neg hij, add_zero, mul_div_cancel₀ _ (mul_ne_zero hN0 hN1)]
  have hA : ∀ A : Finset ι, intensity a A
      = ∑ i, ∑ j, (a i * conj (a j)).re * (if i ∈ A ∧ j ∈ A then 1 else 0) := by
    intro A
    rw [intensity_eq_pair_sum]
    calc _ = ∑ i, if i ∈ A then ∑ j, (if j ∈ A then (a i * conj (a j)).re else 0) else 0 := by
          simp only [Finset.sum_ite_mem, Finset.univ_inter]
      _ = _ := Finset.sum_congr rfl fun i _ => by by_cases hi : i ∈ A <;> simp [hi]
  -- the average acts on the occupations only
  have havg : configAvg M (intensity a) = ∑ i, ∑ j, (a i * conj (a j)).re * P i j := by
    unfold configAvg
    rw [Finset.sum_congr rfl fun A _ => hA A, Finset.sum_comm, Finset.sum_div]
    refine Finset.sum_congr rfl fun i _ => ?_
    rw [Finset.sum_comm, Finset.sum_div]
    refine Finset.sum_congr rfl fun j _ => ?_
    rw [← Finset.mul_sum, mul_div_assoc]
    rfl
  have hF : ‖∑ j, a j‖ ^ 2 = ∑ i, ∑ j, (a i * conj (a j)).re :=
    intensity_eq_pair_sum a Finset.univ
  have hg : ∀ i, ‖a i‖ ^ 2 = (a i * conj (a i)).re := fun i => by
    rw [Complex.mul_conj, Complex.ofReal_re, Complex.normSq_eq_norm_sq]
  calc _ = ∑ i, ∑ j, (M * (M - 1) * (a i * conj (a j)).re
          + if i = j then M * (N - M) * (a i * conj (a j)).re else 0) := by
        rw [havg, Finset.mul_sum]
        refine Finset.sum_congr rfl fun i _ => ?_
        rw [Finset.mul_sum]
        refine Finset.sum_congr rfl fun j _ => ?_
        have h := hP i j
        split_ifs at h ⊢ <;> linear_combination (a i * conj (a j)).re * h
    _ = _ := by
        rw [hF, Finset.sum_congr rfl fun i _ => hg i]
        simp only [Finset.sum_add_distrib, Finset.sum_ite_eq, Finset.mem_univ, if_true,
          ← Finset.mul_sum]
```

### (f) The Nordheim factor

Let the crystal be nonempty, with phases satisfying $|\varphi_j|=1$ and $\sum_j\varphi_j=0$. The zero sum stands for a non-Bragg wave vector compatible with periodic boundary conditions. With $x=M/N$, show that $N\ge2$ and
$$\langle I\rangle=N\,x(1-x)\,\frac N{N-1}.$$

A single phase has modulus $1$ and cannot sum to zero, so $N\ge2$. In (e) the first term vanishes and $\sum_j|\varphi_j|^2=N$. Hence $\langle I\rangle=M(N-M)/(N-1)$, which is the stated expression.

Nordheim's rule takes the residual resistivity of a binary alloy to be proportional to $x(1-x)$. The theorem concerns the scattered intensity; a resistivity would also need a transport calculation. For alloy supercells in this single-scattering model, $N/(N-1)$ is the finite-size factor relative to independent occupation.

```lean
/-- At fixed composition `x = M / N`, unit-modulus phases with zero sum on a nonempty crystal
require `N ≥ 2`, and the mean intensity is `N x (1 - x) N / (N - 1)`. -/
theorem nordheim_rule [Nonempty ι] {M : ℕ} (hM : M ≤ Fintype.card ι) (φ : ι → ℂ)
    (hφ : ∀ j, ‖φ j‖ = 1) (hsum : ∑ j, φ j = 0) :
    2 ≤ Fintype.card ι ∧ configAvg M (intensity φ)
      = Fintype.card ι * ((M / Fintype.card ι : ℝ) * (1 - M / Fintype.card ι))
        * (Fintype.card ι / (Fintype.card ι - 1)) := by
  have h2 : 2 ≤ Fintype.card ι := by
    by_contra hlt
    have : Subsingleton ι := Fintype.card_le_one_iff_subsingleton.1 (by omega)
    obtain ⟨i⟩ := ‹Nonempty ι›
    have h := hφ i
    rw [Fintype.sum_subsingleton φ i] at hsum
    simp [hsum] at h
  refine ⟨h2, ?_⟩
  have key := average_intensity hM φ
  have h2' : (2 : ℝ) ≤ Fintype.card ι := by exact_mod_cast h2
  have hN0 : (Fintype.card ι : ℝ) ≠ 0 := by linarith
  have hN1 : (Fintype.card ι : ℝ) - 1 ≠ 0 := by linarith
  simp only [hsum, hφ, norm_zero, one_pow, Finset.sum_const, Finset.card_univ,
    nsmul_eq_mul, mul_one] at key
  apply mul_left_cancel₀ (mul_ne_zero hN0 hN1)
  rw [key]
  field_simp
  ring
```

### (g) Two scattering species

Put amplitude $f_A$ on the sites in $A$ and $f_B$ on the rest, with phases as in (f). Writing $f_j$ for the amplitude on site $j$, show that
$$\Big\langle\Big|\sum_j f_j\varphi_j\Big|^2\Big\rangle=|f_A-f_B|^2\,N\,x(1-x)\,\frac N{N-1}.$$

Split the sum as
$$\sum_j f_j\varphi_j=(f_A-f_B)\sum_{j\in A}\varphi_j+f_B\sum_j\varphi_j .$$
The last term is zero, and (f) averages the rest.

```lean
/-- Binary alloy with scattering amplitudes `fA` on `M` random sites and `fB` on the others: for
unit-modulus phases with zero sum on a nonempty crystal, the mean intensity is `‖fA - fB‖ ^ 2` times
`N x (1 - x) N / (N - 1)`, where `x = M / N`. -/
theorem nordheim_binary_alloy [Nonempty ι] {M : ℕ} (hM : M ≤ Fintype.card ι) (φ : ι → ℂ)
    (hφ : ∀ j, ‖φ j‖ = 1) (hsum : ∑ j, φ j = 0) (fA fB : ℂ) :
    configAvg M (fun A => ‖∑ j, (if j ∈ A then fA else fB) * φ j‖ ^ 2)
      = ‖fA - fB‖ ^ 2 * (Fintype.card ι * ((M / Fintype.card ι : ℝ) * (1 - M / Fintype.card ι))
        * (Fintype.card ι / (Fintype.card ι - 1))) := by
  -- the uniform contribution of `fB` drops out, leaving the contrast `fA - fB`
  have h : ∀ A : Finset ι, ‖∑ j, (if j ∈ A then fA else fB) * φ j‖ ^ 2
      = ‖fA - fB‖ ^ 2 * intensity φ A := by
    intro A
    have hs : ∑ j, (if j ∈ A then fA else fB) * φ j
        = ∑ j, ((fA - fB) * (if j ∈ A then φ j else 0) + fB * φ j) :=
      Finset.sum_congr rfl fun j _ => by split_ifs <;> ring
    rw [hs, Finset.sum_add_distrib, ← Finset.mul_sum, ← Finset.mul_sum, hsum,
      Finset.sum_ite_mem, Finset.univ_inter, mul_zero, add_zero, norm_mul, mul_pow, intensity]
  rw [← (nordheim_rule hM φ hφ hsum).2]
  unfold configAvg
  rw [Finset.sum_congr rfl fun A _ => h A, ← Finset.mul_sum, mul_div_assoc]
```

### (h) Exchanging the species

For such phases and $M+M'=N$, show that
$$\langle I\rangle_M=\langle I\rangle_{M'} .$$

Here $M'/N=1-x$, and the result of (f) is unchanged under $x\leftrightarrow1-x$. For an empty crystal $M=M'=0$.

```lean
/-- For unit-modulus phases with zero sum, the compositions `M` and `M' = N - M` have the
same mean intensity. -/
theorem composition_symmetry {M M' : ℕ} (hMM : M + M' = Fintype.card ι) (φ : ι → ℂ)
    (hφ : ∀ j, ‖φ j‖ = 1) (hsum : ∑ j, φ j = 0) :
    configAvg M (intensity φ) = configAvg M' (intensity φ) := by
  rcases isEmpty_or_nonempty ι with he | hne
  · have h0 : Fintype.card ι = 0 := Fintype.card_eq_zero
    obtain rfl : M = M' := by omega
    rfl
  · have hN0 : (Fintype.card ι : ℝ) ≠ 0 := by exact_mod_cast Fintype.card_ne_zero
    have hx : (M' / Fintype.card ι : ℝ) = 1 - M / Fintype.card ι := by
      have : (M : ℝ) + M' = Fintype.card ι := by exact_mod_cast hMM
      rw [eq_sub_iff_add_eq, ← add_div, add_comm, this, div_self hN0]
    rw [(nordheim_rule (by omega) φ hφ hsum).2, (nordheim_rule (by omega) φ hφ hsum).2, hx]
    ring
```

### (i) The converse

Let $|\varphi_j|=1$ and $2\le M\le N$. Show that
$$\langle I\rangle=N\,x(1-x)\,\frac N{N-1}\iff\sum_j\varphi_j=0 .$$

One direction is (f). For the other, insert the value into (e): the left side becomes $M(N-M)N$, equal to the second term on the right. So $M(M-1)|\sum_j\varphi_j|^2=0$, and $M(M-1)\neq0$. For $M=1$ and $N\ge2$ the intensity is $1$ for any phases, so the converse fails there.

```lean
/-- With at least two occupied sites and unit-modulus phases, the mean intensity equals `N x (1 - x)
N / (N - 1)`, where `x = M / N`, exactly when the phases sum to zero. -/
theorem nordheim_iff_sum_eq_zero {M : ℕ} (h2 : 2 ≤ M) (hM : M ≤ Fintype.card ι) (φ : ι → ℂ)
    (hφ : ∀ j, ‖φ j‖ = 1) :
    configAvg M (intensity φ)
      = Fintype.card ι * ((M / Fintype.card ι : ℝ) * (1 - M / Fintype.card ι))
        * (Fintype.card ι / (Fintype.card ι - 1)) ↔ ∑ j, φ j = 0 := by
  have : Nonempty ι := Fintype.card_pos_iff.1 (by omega)
  refine ⟨fun h => ?_, fun h => (nordheim_rule hM φ hφ h).2⟩
  have key := average_intensity hM φ
  have hM2 : (2 : ℝ) ≤ M := by exact_mod_cast h2
  have hMN : (M : ℝ) ≤ Fintype.card ι := by exact_mod_cast hM
  have hN0 : (Fintype.card ι : ℝ) ≠ 0 := by linarith
  have hN1 : (Fintype.card ι : ℝ) - 1 ≠ 0 := by linarith
  have hclear : (Fintype.card ι : ℝ) * (Fintype.card ι - 1)
      * (Fintype.card ι * ((M / Fintype.card ι : ℝ) * (1 - M / Fintype.card ι))
        * (Fintype.card ι / (Fintype.card ι - 1)))
      = M * (Fintype.card ι - M) * Fintype.card ι := by
    field_simp
  simp only [hφ, one_pow, Finset.sum_const, Finset.card_univ, nsmul_eq_mul, mul_one] at key
  rw [h, hclear] at key
  -- the term in the total amplitude must vanish
  have hz : (M : ℝ) * (M - 1) * ‖∑ j, φ j‖ ^ 2 = 0 := by linarith
  have hc : (M : ℝ) * (M - 1) ≠ 0 := mul_ne_zero (by linarith) (by linarith)
  exact norm_eq_zero.1 (pow_eq_zero_iff two_ne_zero |>.1 ((mul_eq_zero.1 hz).resolve_left hc))
```

### (j) Phases on a ring

For $N>1$ let $\omega=e^{2\pi i/N}$, and number the sites $j=0,\dots,N-1$. Show that
$$|\omega^j|=1,\qquad\sum_{j=0}^{N-1}\omega^j=0 .$$

The exponent is imaginary, so the modulus is $1$. Since $\omega\ne1$ and $\omega^N=1$, the geometric sum is $(\omega^N-1)/(\omega-1)=0$.

For $N=4$ the phases are $1,i,-1,-i$. With $M=2$ there are six configurations: four neighbouring pairs of intensity $2$ and two opposite pairs of intensity $0$. The mean is $8/6=4/3$, and (f) gives $4\cdot\tfrac14\cdot\tfrac43=\tfrac43$.

```lean
/-- On a ring of `N > 1` sites the phases `exp (2 π i j / N)` have unit modulus and zero sum. -/
theorem ring_phases_witness {N : ℕ} (hN : 1 < N) :
    (∀ j : Fin N, ‖Complex.exp (2 * Real.pi * Complex.I / N) ^ (j : ℕ)‖ = 1) ∧
      ∑ j : Fin N, Complex.exp (2 * Real.pi * Complex.I / N) ^ (j : ℕ) = 0 := by
  constructor
  · intro j
    have h : (2 * Real.pi * Complex.I / N : ℂ) = ((2 * Real.pi / N : ℝ) : ℂ) * Complex.I := by
      push_cast
      ring
    rw [norm_pow, h, Complex.norm_exp_ofReal_mul_I, one_pow]
  · rw [Fin.sum_univ_eq_sum_range (fun j => Complex.exp (2 * Real.pi * Complex.I / N) ^ j) N]
    exact (Complex.isPrimitiveRoot_exp N (by omega)).geom_sum_eq_zero hN

end

end NordheimFixedComposition
```

```lean
#print axioms NordheimFixedComposition.nordheim_binary_alloy
#print axioms NordheimFixedComposition.composition_symmetry
#print axioms NordheimFixedComposition.nordheim_iff_sum_eq_zero
```

```
'NordheimFixedComposition.nordheim_binary_alloy' depends on axioms: [propext, Classical.choice, Quot.sound]
'NordheimFixedComposition.composition_symmetry' depends on axioms: [propext, Classical.choice, Quot.sound]
'NordheimFixedComposition.nordheim_iff_sum_eq_zero' depends on axioms: [propext, Classical.choice, Quot.sound]
```
